# Putting orbital positions into the phases changes the Berry curvature by the curl of the mean position

Let finitely many orbitals \(a\), at positions \(\tau_a\) in the plane, have continuously differentiable amplitudes \(u_a(k)\) with \(\sum_a|u_a(k)|^2=1\); multiplying each amplitude by \(e^{-ik\cdot\tau_a}\) changes the Berry curvature \(-2\,\mathrm{Im}\sum_a \overline{\partial_x u_a}\,\partial_y u_a\) by \(\partial_x r_y-\partial_y r_x\), where \(r(k)=\sum_a|u_a(k)|^2\tau_a\). If every weight \(|u_a|^2\) is \(2\pi\)-periodic in both momentum components, this change integrates to zero over the cell \([0,2\pi]^2\).

```lean
import Mathlib

open ComplexConjugate

noncomputable section

namespace OrbitalPositions

variable {ι : Type*}

/-- The partial derivative along the first momentum component. -/
def dx {E : Type*} [NormedAddCommGroup E] [NormedSpace ℝ E] (f : ℝ × ℝ → E) (k : ℝ × ℝ) : E :=
  fderiv ℝ f k (1, 0)

/-- The partial derivative along the second momentum component. -/
def dy {E : Type*} [NormedAddCommGroup E] [NormedSpace ℝ E] (f : ℝ × ℝ → E) (k : ℝ × ℝ) : E :=
  fderiv ℝ f k (0, 1)

/-- The scalar product of two vectors in the plane. -/
def dot (p q : ℝ × ℝ) : ℝ := p.1 * q.1 + p.2 * q.2

/-- The expression `-2 Im ⟨∂ₓu, ∂ᵧu⟩` for orbital amplitudes `u a`; for normalised `C¹` amplitudes
it is the Berry curvature. -/
def curvature [Fintype ι] (u : ι → ℝ × ℝ → ℂ) (k : ℝ × ℝ) : ℝ :=
  -2 * (∑ a, conj (dx (u a) k) * dy (u a) k).im

/-- The amplitudes `exp(-i k·τ_a) u_a`, with the orbital positions put into the phases. -/
def shifted (τ : ι → ℝ × ℝ) (u : ι → ℝ × ℝ → ℂ) (a : ι) (k : ℝ × ℝ) : ℂ :=
  Complex.exp (-(Complex.I * (dot k (τ a) : ℂ))) * u a k

/-- The weighted sum of orbital positions `r(k) = ∑ₐ |u_a(k)|² τ_a`; it is the mean position when
the weights sum to one. -/
def centre [Fintype ι] (τ : ι → ℝ × ℝ) (u : ι → ℝ × ℝ → ℂ) (k : ℝ × ℝ) : ℝ × ℝ :=
  (∑ a, ‖u a k‖ ^ 2 * (τ a).1, ∑ a, ‖u a k‖ ^ 2 * (τ a).2)

/-- The derivative of an orbital weight `|f|²` along `v` is `2 Re (f* ∂ᵥf)`. -/
theorem fderiv_weight {f : ℝ × ℝ → ℂ} (hf : ContDiff ℝ 1 f) (k v : ℝ × ℝ) :
    fderiv ℝ (fun q => ‖f q‖ ^ 2) k v = 2 * (conj (f k) * fderiv ℝ f k v).re := by
  have h := (hf.differentiable (by simp) k).hasFDerivAt.norm_sq
  rw [h.fderiv]
  simp [Complex.inner, mul_comm]
  ring

/-- Differentiating `exp(-i k·τ_a) u_a` along `v` replaces `∂ᵥu_a` by
`∂ᵥu_a - i (v·τ_a) u_a`, up to the common phase. -/
theorem fderiv_shifted (τ : ι → ℝ × ℝ) {u : ι → ℝ × ℝ → ℂ} (hu : ∀ a, ContDiff ℝ 1 (u a))
    (a : ι) (k v : ℝ × ℝ) :
    fderiv ℝ (shifted τ u a) k v = Complex.exp (-(Complex.I * (dot k (τ a) : ℂ))) *
      (fderiv ℝ (u a) k v - Complex.I * (dot v (τ a) : ℂ) * u a k) := by
  -- the exponent is a linear map of the momentum
  obtain ⟨M, hM⟩ : ∃ M : ℝ × ℝ →L[ℝ] ℂ, ∀ q, M q = -(Complex.I * (dot q (τ a) : ℂ)) :=
    ⟨(-Complex.I) • Complex.ofRealCLM.comp ((τ a).1 • ContinuousLinearMap.fst ℝ ℝ ℝ +
      (τ a).2 • ContinuousLinearMap.snd ℝ ℝ ℝ), fun q => by simp [dot]; ring⟩
  have hs : shifted τ u a = fun q => Complex.exp (M q) * u a q := by
    funext q
    simp only [shifted, hM]
  have h : HasFDerivAt (fun q => Complex.exp (M q) * u a q) _ k :=
    (M.hasFDerivAt (x := k)).cexp.mul ((hu a).differentiable (by simp) k).hasFDerivAt
  rw [hs, h.fderiv]
  simp only [add_apply, smul_apply, smul_eq_mul, hM]
  ring

/-- With `w = shifted τ u`, one orbital's contribution to `Im ⟨∂ₓw, ∂ᵧw⟩` is that of `u`, minus half
of `∂ₓ|u_a|²` times the second component of `τ_a`, plus half of `∂ᵧ|u_a|²` times the first. -/
theorem orbital_term (τ : ι → ℝ × ℝ) {u : ι → ℝ × ℝ → ℂ} (hu : ∀ a, ContDiff ℝ 1 (u a))
    (a : ι) (k : ℝ × ℝ) :
    (conj (dx (shifted τ u a) k) * dy (shifted τ u a) k).im =
      (conj (dx (u a) k) * dy (u a) k).im - dx (fun q => ‖u a q‖ ^ 2) k * (τ a).2 / 2
        + dy (fun q => ‖u a q‖ ^ 2) k * (τ a).1 / 2 := by
  have hE : conj (Complex.exp (-(Complex.I * (dot k (τ a) : ℂ)))) *
      Complex.exp (-(Complex.I * (dot k (τ a) : ℂ))) = 1 := by
    rw [← Complex.exp_conj, ← Complex.exp_add]
    simp
  -- the common phase drops out of the product
  have hc : ∀ E A B : ℂ, conj E * E = 1 → conj (E * A) * (E * B) = conj A * B := by
    intro E A B h
    rw [map_mul]
    linear_combination (conj A * B) * h
  have h1 : dot (1, 0) (τ a) = (τ a).1 := by simp [dot]
  have h2 : dot (0, 1) (τ a) = (τ a).2 := by simp [dot]
  unfold dx dy
  rw [fderiv_shifted τ hu, fderiv_shifted τ hu, hc _ _ _ hE, fderiv_weight (hu a),
    fderiv_weight (hu a), h1, h2]
  simp only [Complex.mul_im, Complex.mul_re, Complex.sub_re, Complex.sub_im, Complex.conj_re,
    Complex.conj_im, Complex.I_re, Complex.I_im, Complex.ofReal_re, Complex.ofReal_im]
  ring

/-- The derivative of a weighted sum of orbital weights is taken orbital by orbital. -/
theorem fderiv_moment [Fintype ι] {u : ι → ℝ × ℝ → ℂ} (hu : ∀ a, ContDiff ℝ 1 (u a))
    (c : ι → ℝ) (k v : ℝ × ℝ) : fderiv ℝ (fun q => ∑ a, ‖u a q‖ ^ 2 * c a) k v =
      ∑ a, fderiv ℝ (fun q => ‖u a q‖ ^ 2) k v * c a := by
  have h : HasFDerivAt (fun q => ∑ a, ‖u a q‖ ^ 2 * c a)
      (∑ a, c a • fderiv ℝ (fun q => ‖u a q‖ ^ 2) k) k :=
    HasFDerivAt.fun_sum fun a _ =>
      ((((hu a).norm_sq ℝ).differentiable (by simp) k).hasFDerivAt).mul_const (c a)
  rw [h.fderiv]
  simp only [sum_apply, smul_apply, smul_eq_mul]
  exact Finset.sum_congr rfl fun a _ => mul_comm _ _

/-- With `Ω = curvature`, `w = shifted τ u` and `r = centre τ u`, putting the orbital positions into
the phases changes `Ω` by the curl of `r`: `Ω[w] - Ω[u] = ∂ₓr_y - ∂ᵧr_x`. -/
theorem curvature_shifted [Fintype ι] (τ : ι → ℝ × ℝ) {u : ι → ℝ × ℝ → ℂ}
    (hu : ∀ a, ContDiff ℝ 1 (u a)) (k : ℝ × ℝ) :
    curvature (shifted τ u) k - curvature u k =
      dx (fun q => (centre τ u q).2) k - dy (fun q => (centre τ u q).1) k := by
  have hx : dx (fun q => (centre τ u q).2) k =
      ∑ a, dx (fun q => ‖u a q‖ ^ 2) k * (τ a).2 := fderiv_moment hu _ k _
  have hy : dy (fun q => (centre τ u q).1) k =
      ∑ a, dy (fun q => ‖u a q‖ ^ 2) k * (τ a).1 := fderiv_moment hu _ k _
  rw [hx, hy]
  simp only [curvature, Complex.im_sum, orbital_term τ hu, Finset.mul_sum,
    ← Finset.sum_sub_distrib]
  exact Finset.sum_congr rfl fun a _ => by ring

/-- If every orbital weight is `2π`-periodic in both momentum components, the change of `curvature`
from `u` to `shifted τ u` integrates to zero over the cell `[0, 2π]²`. -/
theorem integral_curvature_change [Fintype ι] (τ : ι → ℝ × ℝ) {u : ι → ℝ × ℝ → ℂ}
    (hu : ∀ a, ContDiff ℝ 1 (u a))
    (px : ∀ a x y, ‖u a (x + 2 * Real.pi, y)‖ ^ 2 = ‖u a (x, y)‖ ^ 2)
    (py : ∀ a x y, ‖u a (x, y + 2 * Real.pi)‖ ^ 2 = ‖u a (x, y)‖ ^ 2) :
    ∫ x in (0 : ℝ)..2 * Real.pi, ∫ y in (0 : ℝ)..2 * Real.pi,
      (curvature (shifted τ u) (x, y) - curvature u (x, y)) = 0 := by
  simp only [curvature_shifted τ hu]
  have hF : ContDiff ℝ 1 (fun q => (centre τ u q).2) :=
    ContDiff.sum fun a _ => ((hu a).norm_sq ℝ).mul contDiff_const
  have hG : ContDiff ℝ 1 (fun q => (centre τ u q).1) :=
    ContDiff.sum fun a _ => ((hu a).norm_sq ℝ).mul contDiff_const
  have hFp : ∀ y, (centre τ u (2 * Real.pi, y)).2 = (centre τ u (0, y)).2 := fun y =>
    Finset.sum_congr rfl fun a _ => by
      have h := px a 0 y
      rw [zero_add] at h
      rw [h]
  have hGp : ∀ x, (centre τ u (x, 2 * Real.pi)).1 = (centre τ u (x, 0)).1 := fun x =>
    Finset.sum_congr rfl fun a _ => by
      have h := py a x 0
      rw [zero_add] at h
      rw [h]
  -- divergence theorem for the field (r_y, -r_x)
  have h := MeasureTheory.integral2_divergence_prod_of_hasFDerivAt_off_countable
    (fun q => (centre τ u q).2) (fun q => -(centre τ u q).1)
    (fderiv ℝ (fun q => (centre τ u q).2)) (fun q => -fderiv ℝ (fun q => (centre τ u q).1) q)
    0 0 (2 * Real.pi) (2 * Real.pi) ∅ Set.countable_empty
    hF.continuous.continuousOn hG.continuous.neg.continuousOn
    (fun q _ => (hF.differentiable (by simp) q).hasFDerivAt)
    (fun q _ => (hG.differentiable (by simp) q).hasFDerivAt.neg)
    ((((hF.continuous_fderiv (by simp)).clm_apply continuous_const).add
      ((hG.continuous_fderiv (by simp)).neg.clm_apply continuous_const)).continuousOn.integrableOn_compact
        (isCompact_uIcc.prod isCompact_uIcc))
  -- opposite edges of the cell cancel
  simp only [hFp, hGp, sub_self, zero_add] at h
  simpa only [dx, dy, sub_eq_add_neg, neg_apply] using h

/-- The two-orbital state `(cos kₓ, sin kₓ)`. -/
def pair : Fin 2 → ℝ × ℝ → ℂ :=
  ![fun k => ((Real.cos k.1 : ℝ) : ℂ), fun k => ((Real.sin k.1 : ℝ) : ℂ)]

/-- Two orbital positions, one at the origin and one at `(0, 1)`. -/
def pos : Fin 2 → ℝ × ℝ := ![(0, 0), (0, 1)]

/-- The derivative of a function of the first momentum component only. -/
theorem fderiv_of_fst {E : Type*} [NormedAddCommGroup E] [NormedSpace ℝ E] {g : ℝ → E} {g' : E}
    {k : ℝ × ℝ} (h : HasDerivAt g g' k.1) (v : ℝ × ℝ) :
    fderiv ℝ (fun q : ℝ × ℝ => g q.1) k v = v.1 • g' := by
  have e : HasFDerivAt (fun q : ℝ × ℝ => g q.1) _ k :=
    h.hasFDerivAt.comp k (hasFDerivAt_fst (𝕜 := ℝ) (p := k))
  rw [e.fderiv]
  simp

/-- The state `(cos kₓ, sin kₓ)` has zero Berry curvature, but curvature `sin 2kₓ` once the
positions `(0, 0)` and `(0, 1)` are put into the phases. -/
theorem curvature_pair (k : ℝ × ℝ) :
    curvature pair k = 0 ∧ curvature (shifted pos pair) k = Real.sin (2 * k.1) := by
  have hu : ∀ a, ContDiff ℝ 1 (pair a) := Fin.forall_fin_two.2
    ⟨Complex.ofRealCLM.contDiff.comp (Real.contDiff_cos.comp contDiff_fst),
      Complex.ofRealCLM.contDiff.comp (Real.contDiff_sin.comp contDiff_fst)⟩
  have hy : ∀ a, dy (pair a) k = 0 := Fin.forall_fin_two.2
    ⟨(fderiv_of_fst (Real.hasDerivAt_cos k.1).ofReal_comp (0, 1)).trans (zero_smul _ _),
      (fderiv_of_fst (Real.hasDerivAt_sin k.1).ofReal_comp (0, 1)).trans (zero_smul _ _)⟩
  have h0 : curvature pair k = 0 := by simp [curvature, hy]
  have h1 : (fun q => (centre pos pair q).1) = fun _ => (0 : ℝ) := by
    funext q
    simp [centre, pos, Fin.sum_univ_two]
  have h2 : (fun q => (centre pos pair q).2) = fun q => Real.sin q.1 ^ 2 := by
    funext q
    simp [centre, pos, pair, Fin.sum_univ_two, -Complex.ofReal_sin, -Complex.ofReal_cos]
  have d2 : dx (fun q : ℝ × ℝ => Real.sin q.1 ^ 2) k = 2 * Real.sin k.1 * Real.cos k.1 :=
    (fderiv_of_fst ((Real.hasDerivAt_sin k.1).fun_pow 2) (1, 0)).trans (by simp)
  have d1 : dy (fun _ : ℝ × ℝ => (0 : ℝ)) k = 0 := by simp [dy]
  have h := curvature_shifted pos hu k
  rw [h0, h1, h2, d1, d2] at h
  refine ⟨h0, ?_⟩
  rw [Real.sin_two_mul]
  linarith

end OrbitalPositions
```

```lean
#print axioms OrbitalPositions.curvature_shifted
#print axioms OrbitalPositions.integral_curvature_change
#print axioms OrbitalPositions.curvature_pair
```

```
'OrbitalPositions.curvature_shifted' depends on axioms: [propext, Classical.choice, Quot.sound]
'OrbitalPositions.integral_curvature_change' depends on axioms: [propext, Classical.choice, Quot.sound]
'OrbitalPositions.curvature_pair' depends on axioms: [propext, Classical.choice, Quot.sound]
```

## Amplitudes, positions and curvature in Lean

A momentum \(k=(k_x,k_y)\) is an element of `ℝ × ℝ`, and the orbitals are labelled by a finite type `ι`. The state is a family `u : ι → ℝ × ℝ → ℂ`, one complex function of momentum per orbital. The hypothesis `hu` says that each of them is \(C^1\) as a function of two real variables, on the whole plane.

The operators `dx` and `dy` apply the derivative of a function to the directions \((1,0)\) and \((0,1)\), so they are \(\partial_x\) and \(\partial_y\) with respect to momentum. With them,

\[
\Omega[u]=-2\,\mathrm{Im}\sum_a\overline{\partial_x u_a}\,\partial_y u_a
\]

is `curvature u`. The function `shifted τ u` is the family \(w_a(k)=e^{-ik\cdot\tau_a}u_a(k)\), and `centre τ u` is \(r(k)\).

The theorem `curvature_shifted` states that

\[
\Omega[w]-\Omega[u]=\partial_x r_y-\partial_y r_x
\]

at every \(k\). It does not ask for normalisation. When \(\sum_a|u_a|^2=1\), the vector \(r\) is the mean orbital position and \(\Omega\) is the usual Berry curvature of the state; otherwise the identity still holds for the expressions as defined.

The theorem `integral_curvature_change` adds the hypotheses `px` and `py`, which require each weight \(|u_a|^2\) to be \(2\pi\)-periodic in \(k_x\) and in \(k_y\). It concludes that the iterated integral of \(\Omega[w]-\Omega[u]\) over \([0,2\pi]^2\) vanishes. Since both curvatures are continuous, the integral can be split by hand, and the two total fluxes are then equal.

## Two conventions for the same Bloch state

In a tight-binding model with orthonormal orbitals, let \(\phi_{Ra}\) be orbital \(a\) in the cell at lattice vector \(R\). The same Bloch state can be written in two ways:

\[
\sum_{R,a}e^{ik\cdot R}u_a(k)\,\phi_{Ra}
=\sum_{R,a}e^{ik\cdot(R+\tau_a)}w_a(k)\,\phi_{Ra}.
\]

The amplitudes \(u_a\) belong to phases that know only the cell, and \(w_a\) to phases that know where each orbital sits. For one isolated band of such a model in two dimensions, without interactions, with finitely many orbitals per cell and with amplitudes chosen \(C^1\), the theorems say how the local curvature depends on this choice, and that the dependence disappears from the integral over the full cell. An integral over part of the cell, such as the occupied region of a partly filled band, can still depend on it.

Periodicity of the weights stands for the fact that \(k\) and \(k\) plus a reciprocal lattice vector label the same Bloch state. The amplitudes \(u_a\) may then differ by a phase, which leaves \(|u_a|^2\) unchanged. The amplitudes themselves need not be periodic, so a band with nonzero Chern number is not excluded.

The square cell of side \(2\pi\) belongs to a square lattice with lattice constant one. No Hamiltonian appears, and the state is a single vector at each \(k\), so the non-Abelian curvature of several bands is not treated.

## The phase cancels and the cross terms remain

Take a direction \(v\) in momentum space and write \(\partial_v\) for the derivative along it. The product rule gives

\[
\partial_v w_a=e^{-ik\cdot\tau_a}\bigl(\partial_v u_a-i(v\cdot\tau_a)u_a\bigr).
\]

This is `fderiv_shifted`. Its proof writes the exponent as a real-linear map `M` of the momentum, whose derivative is `M` itself, and then applies the chain and product rules.

The weight \(|u_a|^2=\overline{u_a}u_a\) has derivative

\[
\partial_v|u_a|^2=2\,\mathrm{Re}\bigl(\overline{u_a}\,\partial_v u_a\bigr),
\]

which is `fderiv_weight`.

Now let \(\tau_{a,x}\) and \(\tau_{a,y}\) be the components of \(\tau_a\). In the product \(\overline{\partial_x w_a}\,\partial_y w_a\) the phase meets its own conjugate and drops out, leaving

\[
\begin{aligned}
\overline{\partial_x w_a}\,\partial_y w_a
&=\bigl(\overline{\partial_x u_a}+i\tau_{a,x}\overline{u_a}\bigr)
\bigl(\partial_y u_a-i\tau_{a,y}u_a\bigr)\\
&=\overline{\partial_x u_a}\,\partial_y u_a
-i\tau_{a,y}\,\overline{\partial_x u_a}\,u_a
+i\tau_{a,x}\,\overline{u_a}\,\partial_y u_a
+\tau_{a,x}\tau_{a,y}|u_a|^2.
\end{aligned}
\]

The last term is real. The imaginary parts of the two middle terms are real parts of the kind found in the derivative of the weight, so

\[
\mathrm{Im}\bigl(\overline{\partial_x w_a}\,\partial_y w_a\bigr)
=\mathrm{Im}\bigl(\overline{\partial_x u_a}\,\partial_y u_a\bigr)
-\tfrac12\tau_{a,y}\,\partial_x|u_a|^2
+\tfrac12\tau_{a,x}\,\partial_y|u_a|^2.
\]

This is `orbital_term`. In its proof, `hE` says that the phase times its conjugate is one, and `hc` removes it from the product. The rest is split into real and imaginary parts and closed by `ring`.

Multiplying by \(-2\) and summing over \(a\) gives

\[
\Omega[w]-\Omega[u]
=\sum_a\bigl(\tau_{a,y}\,\partial_x|u_a|^2-\tau_{a,x}\,\partial_y|u_a|^2\bigr)
=\partial_x r_y-\partial_y r_x.
\]

The last equality moves the derivative through a finite sum with constant positions. The lemma `fderiv_moment` supplies that step, and `curvature_shifted` assembles the sum.

The same product rule gives a neighbouring result for the Berry connection \(A_v[u]=-\mathrm{Im}\sum_a\overline{u_a}\,\partial_v u_a\). Inserting \(\partial_v w_a\) yields \(A_v[w]=A_v[u]+v\cdot r\): the connection shifts by the mean position, and the curvature by its curl.

## Opposite edges of the cell

Integrating the curl over the cell leaves only values on the boundary:

\[
\begin{aligned}
\int_0^{2\pi}\!\!\int_0^{2\pi}(\partial_x r_y-\partial_y r_x)\,dk_y\,dk_x
={}&\int_0^{2\pi}\bigl[r_y(2\pi,k_y)-r_y(0,k_y)\bigr]dk_y\\
&-\int_0^{2\pi}\bigl[r_x(k_x,2\pi)-r_x(k_x,0)\bigr]dk_x .
\end{aligned}
\]

The positions are constants and the weights are periodic, so \(r\) takes equal values on opposite edges and both brackets vanish.

In `integral_curvature_change`, the first rewriting replaces the curvature difference by the curl. The facts `hFp` and `hGp` are the equalities on opposite edges. Mathlib's divergence theorem for a rectangle is then applied to the field \((r_y,-r_x)\), whose divergence is the curl above. Its integrability condition follows from continuity of the derivatives on a compact cell.

Without periodic weights the conclusion can fail, even for a smooth normalised state. Take amplitudes \((\cos(k_x/4),\sin(k_x/4))\) at positions \((0,0)\) and \((0,1)\). Then \(r=(0,\sin^2(k_x/4))\), and \(r_y\) rises from 0 to 1 across the cell. The curvature changes by \(\tfrac14\sin(k_x/2)\), which integrates to \(2\pi\).

## A state whose curvature comes entirely from the positions

The theorem `curvature_pair` treats orbitals 0 and 1 with amplitudes \((\cos k_x,\sin k_x)\), again at \((0,0)\) and \((0,1)\). The state is normalised and does not depend on \(k_y\), so \(\partial_y u_a=0\) and \(\Omega[u]=0\). With the positions in the phases it becomes \((\cos k_x,e^{-ik_y}\sin k_x)\). Here \(r=(0,\sin^2k_x)\), hence

\[
\Omega[w]=\partial_x\sin^2k_x=2\sin k_x\cos k_x=\sin 2k_x.
\]

The Lean proof follows this route. The lemma `fderiv_of_fst` differentiates functions of \(k_x\) alone, `h1` and `h2` compute the two components of \(r\), and `curvature_shifted` delivers the new curvature. It is positive in some parts of the cell and negative in others, with total zero. With lattice constant one, \((0,1)\) is itself a lattice vector, so orbital 1 of one cell lies on the same site as orbital 0 of the next. For two distinct sites in a cell, put orbital 1 at \((0,s)\) with \(0<s<1\); the same calculation then gives \(s\sin 2k_x\).
